# For a C¹ compactly supported density, the local-density virial is d times the integrated local pressure

## From density gradients to pressure

In a spin-unpolarized local-density calculation on an atom or molecule, the exchange-correlation term of the virial relation can be computed by summing $n f'(n)-f(n)$ over the grid with the quadrature weights and multiplying by three. No density gradient is needed. Here $n$ is the density, $f(n)$ the energy per volume (not per particle), and $f'(n)$ the local potential. The identity behind this replacement is proved below for continuously differentiable $f$ with $f(0)=0$ and continuously differentiable densities that vanish outside a bounded region.

The virial measures the response to uniform scaling. In $d$ dimensions, let $n_s(x)=s^d n(sx)$, which preserves the particle number for $s>0$. At $s=1$ its derivative in $s$ is $d\,n+x\cdot\nabla n$, so the energy $E[n]=\int f(n)$ changes at the rate

$$W=\int f'(n)\,(d\,n+x\cdot\nabla n).$$

## The identity and its Lean form

Let $P(t)=t f'(t)-f(t)$ be the local pressure. If $f$ is $C^1$ with $f(0)=0$, and $n$ is $C^1$ with compact support, then

$$W=d\int P(n).$$

This is `local_density_virial`. `Space d` is Euclidean $\mathbb R^d$, `ContDiff ℝ 1` means $C^1$, and `inner ℝ x (gradient n x)` is $x\cdot\nabla n$. The definitions `energy`, `pressure` and `scaled` are $E$, $P$ and $n_s$. The density may take negative values, and $d=0$ is allowed, where both sides vanish.

The condition $f(0)=0$ says that vacuum carries no energy. With no condition on $f(0)$ the identity fails: for $f(t)=1+t^2$, $d\ge1$ and $n\neq0$, the left side is $d\int n^2>0$, while $\int(n^2-1)$ diverges to $-\infty$ (Lean assigns it the value 0, so equality fails there too).

Real atomic densities have exponential tails and cusps at the nuclei; passing to them is the step that the hypotheses leave open. An alternative model would replace compact support by integrability of the terms involved. It would admit exponential tails, but the surface term at infinity would then have to be shown to vanish, and cusps would still violate $C^1$.

## Integration by parts

For a $C^1$ compactly supported $g$, each coordinate gives $\int x_i\,\partial_i g=-\int g$, with no boundary term. Summing over the $d$ coordinates,

$$\int x\cdot\nabla g=-d\int g.$$

Take $g=f(n)$, which has compact support because $f(0)=0$. The chain rule gives $x\cdot\nabla f(n)=f'(n)\,x\cdot\nabla n$, hence

$$W=d\int n f'(n)+\int x\cdot\nabla f(n)=d\int\bigl(n f'(n)-f(n)\bigr).$$

To confirm that $W$ is the scaling derivative, substitute $y=sx$:

$$E[n_s]=s^{-d}\int f(s^d n(y))\,dy.$$

Differentiating at $s=1$ gives $-d\int f(n)+d\int n f'(n)=W$.

If $f'$ is also $C^1$, then $P'(t)=t f''(t)$, so $\nabla P(n)=n\nabla f'(n)$. The formula with $g=P(n)$ yields

$$-\int n\,x\cdot\nabla f'(n)=d\int P(n).$$

For $f(t)=c|t|^p$ with $p>1$, $t f'(t)=p f(t)$, so $P=(p-1)f$ and $W=d(p-1)E[n]$. Dirac exchange has $d=3$, $p=4/3$ and $c=-C$, where $C$ stands for the exchange coefficient of the uniform gas; thus $W=E[n]$ for any real $C$. Its potential is not $C^1$ at zero density, so `potential_virial` does not cover it. The potential form still holds for it when the integrand is set to zero where $n=0$: $P(n)$ is $C^1$, and its gradient is $n\nabla f'(n)$ where $n\neq0$ and zero where $n=0$.

## The complete Lean file

```lean
import Mathlib

open MeasureTheory Set Filter Topology

noncomputable section

namespace LocalDensityVirial

/-- Euclidean space of dimension `d`. -/
abbrev Space (d : ℕ) := EuclideanSpace ℝ (Fin d)

/-- The local-density energy `E[n] = ∫ f(n(x)) dx` with energy per volume `f`. -/
def energy {d : ℕ} (f : ℝ → ℝ) (n : Space d → ℝ) : ℝ := ∫ x, f (n x)

/-- The local pressure `t f'(t) - f(t)` at density `t`. -/
def pressure (f : ℝ → ℝ) (t : ℝ) : ℝ := t * deriv f t - f t

/-- The uniformly scaled density `n_s(x) = s^d n(s x)`. -/
def scaled {d : ℕ} (n : Space d → ℝ) (s : ℝ) (x : Space d) : ℝ := s ^ d * n (s • x)

variable {d : ℕ} {f : ℝ → ℝ} {n : Space d → ℝ}

/-- The inner product of `y` with the gradient of `g` at `x` is `fderiv ℝ g x` applied to `y`. -/
theorem inner_gradient (g : Space d → ℝ) (x y : Space d) :
    inner ℝ y (gradient g x) = fderiv ℝ g x y := by
  rw [real_inner_comm, gradient, InnerProductSpace.toDual_symm_apply]

/-- For a continuously differentiable, compactly supported `g`, the function `x·∇g` is
integrable and its integral is `-d ∫ g`. -/
theorem integral_inner_gradient {g : Space d → ℝ} (hg : ContDiff ℝ 1 g)
    (hc : HasCompactSupport g) :
    Integrable (fun x => inner ℝ x (gradient g x)) ∧
      ∫ x, inner ℝ x (gradient g x) = -(d * ∫ x, g x) := by
  have hD : Continuous (fderiv ℝ g) := hg.continuous_fderiv (by norm_num)
  have hgi : Integrable g := hg.continuous.integrable_of_hasCompactSupport hc
  obtain ⟨b⟩ : Nonempty (OrthonormalBasis (Fin d) ℝ (Space d)) :=
    ⟨EuclideanSpace.basisFun _ _⟩
  have hcD : ∀ v, HasCompactSupport (fun x => fderiv ℝ g x v) := fun v =>
    (hc.fderiv (𝕜 := ℝ)).comp_left (g := fun L : Space d →L[ℝ] ℝ => L v) rfl
  have hint : ∀ i, Integrable (fun x => inner ℝ (b i) x * fderiv ℝ g x (b i)) := fun i =>
    Continuous.integrable_of_hasCompactSupport
      ((continuous_const.inner continuous_id).mul (hD.clm_apply continuous_const))
      (hcD (b i)).mul_left
  -- integration by parts along each axis
  have part : ∀ i, ∫ x, inner ℝ (b i) x * fderiv ℝ g x (b i) = -∫ x, g x := by
    intro i
    have h : ∀ x, HasFDerivAt (fun y : Space d => inner ℝ (b i) y) (innerSL ℝ (b i)) x :=
      fun x => (innerSL ℝ (b i)).hasFDerivAt
    have hL : ∀ x, fderiv ℝ (fun y : Space d => inner ℝ (b i) y) x (b i) = 1 := by
      intro x
      rw [(h x).fderiv]
      change inner ℝ (b i) (b i) = (1 : ℝ)
      rw [real_inner_self_eq_norm_sq, b.orthonormal.1 i, one_pow]
    have key := integral_mul_fderiv_eq_neg_fderiv_mul_of_integrable (μ := volume)
      (f := fun y : Space d => inner ℝ (b i) y) (g := g) (v := b i)
      (by simpa only [hL, one_mul] using hgi) (hint i)
      (Continuous.integrable_of_hasCompactSupport
        ((continuous_const.inner continuous_id).mul hg.continuous) hc.mul_left)
      (fun x _ => (h x).differentiableAt)
      (by intro x; intros; exact hg.differentiable (by norm_num) x)
    simpa only [hL, one_mul] using key
  -- expand the position vector in the basis
  have hx : ∀ x, inner ℝ x (gradient g x) =
      ∑ i, inner ℝ (b i) x * fderiv ℝ g x (b i) := by
    intro x
    have h := congrArg (fderiv ℝ g x) (b.sum_repr' x)
    simp only [map_sum, map_smul, smul_eq_mul] at h
    rw [inner_gradient, h]
  simp only [hx]
  refine ⟨integrable_finsetSum _ fun i _ => hint i, ?_⟩
  rw [integral_finsetSum _ fun i _ => hint i]
  simp only [part, Finset.sum_const, Finset.card_univ, Fintype.card_fin, nsmul_eq_mul, mul_neg]

/-- Chain rule for a differentiable local function `f` of a differentiable density:
`x·∇f(n) = f'(n) x·∇n`. -/
theorem inner_gradient_comp (hf : Differentiable ℝ f) (hn : Differentiable ℝ n)
    (x : Space d) : inner ℝ x (gradient (fun y => f (n y)) x) =
      deriv f (n x) * inner ℝ x (gradient n x) := by
  have h : HasFDerivAt (fun y => f (n y)) (deriv f (n x) • fderiv ℝ n x) x :=
    (hf (n x)).hasDerivAt.comp_hasFDerivAt x (hn x).hasFDerivAt
  rw [inner_gradient, inner_gradient, h.fderiv]
  rfl

/-- **Local-density virial.** For continuously differentiable `f` with `f(0) = 0` and a
continuously differentiable, compactly supported density `n`, the integral of
`f'(n) (d n + x·∇n)` is `d` times the integrated local pressure. -/
theorem local_density_virial (hf : ContDiff ℝ 1 f) (hf0 : f 0 = 0)
    (hn : ContDiff ℝ 1 n) (hc : HasCompactSupport n) :
    ∫ x, deriv f (n x) * (d * n x + inner ℝ x (gradient n x)) =
      d * ∫ x, pressure f (n x) := by
  have hdf : Continuous (deriv f) := hf.continuous_deriv (by norm_num)
  have hcf : HasCompactSupport (fun x => f (n x)) := hc.comp_left hf0
  have h1 : Integrable (fun x => n x * deriv f (n x)) :=
    Continuous.integrable_of_hasCompactSupport
      (hn.continuous.mul (hdf.comp hn.continuous)) hc.mul_right
  have h2 : Integrable (fun x => f (n x)) :=
    (hf.continuous.comp hn.continuous).integrable_of_hasCompactSupport hcf
  obtain ⟨h3, h4⟩ := integral_inner_gradient (g := fun x => f (n x)) (hf.comp hn) hcf
  have e : ∀ x, deriv f (n x) * (d * n x + inner ℝ x (gradient n x)) =
      d * (n x * deriv f (n x)) + inner ℝ x (gradient (fun y => f (n y)) x) := by
    intro x
    rw [inner_gradient_comp (hf.differentiable (by norm_num))
      (hn.differentiable (by norm_num))]
    ring
  simp only [e, pressure]
  rw [integral_add (h1.const_mul _) h3, integral_const_mul, integral_sub h1 h2]
  linear_combination h4

/-- For `s > 0` the energy of the scaled density is `s^(-d) ∫ f(s^d n(x)) dx`. -/
theorem energy_scaled (f : ℝ → ℝ) (n : Space d → ℝ) {s : ℝ} (hs : 0 < s) :
    energy f (scaled n s) = (s ^ d)⁻¹ * ∫ x, f (s ^ d * n x) := by
  have h := Measure.integral_comp_smul volume (fun y : Space d => f (s ^ d * n y)) s
  rw [finrank_euclideanSpace_fin, abs_of_pos (inv_pos.2 (pow_pos hs d)), smul_eq_mul] at h
  exact h

/-- For continuously differentiable `f` with `f(0) = 0` and a continuously differentiable, compactly
supported density `n`, the derivative of the energy under uniform density scaling, at `s = 1`, is
the integral of `f'(n) (d n + x·∇n)`. -/
theorem hasDerivAt_energy_scaled (hf : ContDiff ℝ 1 f) (hf0 : f 0 = 0)
    (hn : ContDiff ℝ 1 n) (hc : HasCompactSupport n) :
    HasDerivAt (fun s => energy f (scaled n s))
      (∫ x, deriv f (n x) * (d * n x + inner ℝ x (gradient n x))) 1 := by
  have hnc := hn.continuous
  have hdf : Continuous (deriv f) := hf.continuous_deriv (by norm_num)
  have h1 : Integrable (fun x => n x * deriv f (n x)) :=
    Continuous.integrable_of_hasCompactSupport (hnc.mul (hdf.comp hnc)) hc.mul_right
  have h2 : Integrable (fun x => f (n x)) :=
    (hf.continuous.comp hnc).integrable_of_hasCompactSupport (hc.comp_left hf0)
  -- a uniform bound, for 0 ≤ s ≤ 2, on the factor of `n x` in the derivative of the integrand
  have hq : Continuous (fun q : ℝ × ℝ => deriv f (q.1 ^ d * q.2) * (d * q.1 ^ (d - 1))) :=
    (hdf.comp (by fun_prop : Continuous fun q : ℝ × ℝ => q.1 ^ d * q.2)).mul (by fun_prop)
  obtain ⟨C, hC⟩ := ((isCompact_Icc (a := (0 : ℝ)) (b := 2)).prod
    (hc.isCompact_range hnc)).exists_bound_of_continuousOn hq.continuousOn
  have hI : HasDerivAt (fun s : ℝ => ∫ x, f (s ^ d * n x))
      (∫ x, deriv f ((1 : ℝ) ^ d * n x) * (d * (1 : ℝ) ^ (d - 1) * n x)) 1 := by
    refine (hasDerivAt_integral_of_dominated_loc_of_deriv_le (μ := volume)
      (F := fun (s : ℝ) x => f (s ^ d * n x))
      (F' := fun (s : ℝ) x => deriv f (s ^ d * n x) * (d * s ^ (d - 1) * n x))
      (bound := fun x => C * |n x|) (s := Icc 0 2)
      (Icc_mem_nhds (by norm_num) (by norm_num)) ?_ ?_ ?_ ?_ ?_ ?_).2
    · exact Eventually.of_forall fun s =>
        (hf.continuous.comp (continuous_const.mul hnc)).aestronglyMeasurable
    · simpa only [one_pow, one_mul] using h2
    · exact ((hdf.comp (continuous_const.mul hnc)).mul
        (continuous_const.mul hnc)).aestronglyMeasurable
    · refine Eventually.of_forall fun x s hs => ?_
      have h := mul_le_mul_of_nonneg_right (hC (s, n x) ⟨hs, mem_range_self x⟩)
        (abs_nonneg (n x))
      rw [← Real.norm_eq_abs, ← norm_mul, mul_assoc] at h
      exact h
    · exact (hnc.integrable_of_hasCompactSupport hc).abs.const_mul C
    · exact Eventually.of_forall fun x s _ =>
        ((hf.differentiable (by norm_num)) _).hasDerivAt.comp s
          ((hasDerivAt_pow d s).mul_const (n x))
  have hinv := (hasDerivAt_pow d (1 : ℝ)).inv (by simp)
  refine ((hinv.mul hI).congr_of_eventuallyEq ?_).congr_deriv ?_
  · filter_upwards [Ioi_mem_nhds one_pos] with s hs
    exact energy_scaled f n hs
  · have e : ∫ x, deriv f (n x) * (d * n x) = d * ∫ x, n x * deriv f (n x) := by
      rw [← integral_const_mul]
      congr 1
      funext x
      ring
    rw [local_density_virial hf hf0 hn hc]
    simp only [pressure]
    rw [integral_sub h1 h2]
    simp only [Pi.inv_apply, one_pow, one_mul, mul_one, inv_one, div_one, e]
    ring

/-- Potential form: if `f` and the local potential `f'` are continuously differentiable, `f(0) = 0`,
and the density `n` is continuously differentiable with compact support, then `-∫ n x·∇f'(n)` is `d`
times the integrated local pressure. -/
theorem potential_virial (hf : ContDiff ℝ 1 f) (hf' : ContDiff ℝ 1 (deriv f))
    (hf0 : f 0 = 0) (hn : ContDiff ℝ 1 n) (hc : HasCompactSupport n) :
    -∫ x, n x * inner ℝ x (gradient (fun y => deriv f (n y)) x) =
      d * ∫ x, pressure f (n x) := by
  have hP : ContDiff ℝ 1 (pressure f) := (contDiff_id.mul hf').sub hf
  have hd := hf'.differentiable (by norm_num)
  have hnd := hn.differentiable (by norm_num)
  -- the pressure has derivative t f''(t)
  have hP' : ∀ t, deriv (pressure f) t = t * deriv (deriv f) t := by
    intro t
    have h : HasDerivAt (pressure f)
        (1 * deriv f t + t * deriv (deriv f) t - deriv f t) t :=
      ((hasDerivAt_id t).mul (hd t).hasDerivAt).sub
        ((hf.differentiable (by norm_num)) t).hasDerivAt
    rw [h.deriv]
    ring
  have h := (integral_inner_gradient (hP.comp hn)
    (hc.comp_left (by simp [pressure, hf0]))).2
  change ∫ x, inner ℝ x (gradient (fun y => pressure f (n y)) x) =
    -(d * ∫ x, pressure f (n x)) at h
  simp only [inner_gradient_comp (hP.differentiable (by norm_num)) hnd, hP', mul_assoc] at h
  simp only [inner_gradient_comp hd hnd]
  rw [h, neg_neg]

/-- For the power law `f(t) = c |t|^p` with `p > 1` and a continuously differentiable,
compactly supported density, the virial integral is `d (p - 1)` times the energy. -/
theorem power_law_virial (c : ℝ) {p : ℝ} (hp : 1 < p)
    (hn : ContDiff ℝ 1 n) (hc : HasCompactSupport n) :
    ∫ x, deriv (fun t : ℝ => c * |t| ^ p) (n x) * (d * n x + inner ℝ x (gradient n x)) =
      d * (p - 1) * energy (fun t => c * |t| ^ p) n := by
  have hp0 : p ≠ 0 := by linarith
  have hf : ContDiff ℝ 1 (fun t : ℝ => c * |t| ^ p) := by
    have h := contDiff_norm_rpow (E := ℝ) hp
    simp only [Real.norm_eq_abs] at h
    exact contDiff_const.mul h
  have hP : ∀ t, pressure (fun t : ℝ => c * |t| ^ p) t = (p - 1) * (c * |t| ^ p) := by
    intro t
    have h : |t| ^ p = |t| ^ (p - 2) * t ^ 2 := by
      rcases eq_or_ne t 0 with rfl | ht
      · simp [Real.zero_rpow hp0]
      · have h := Real.rpow_add (abs_pos.2 ht) (p - 2) 2
        rwa [sub_add_cancel, Real.rpow_two, sq_abs] at h
    rw [pressure, ((hasDerivAt_abs_rpow t hp).const_mul c).deriv]
    linear_combination (-c * p) * h
  rw [local_density_virial hf (by simp [Real.zero_rpow hp0]) hn hc]
  simp only [hP, energy]
  rw [integral_const_mul, mul_assoc]

/-- Dirac exchange in three dimensions, `f(t) = -C |t|^(4/3)`: for a continuously
differentiable, compactly supported density the virial integral equals the energy. -/
theorem dirac_exchange_virial (C : ℝ) {n : Space 3 → ℝ}
    (hn : ContDiff ℝ 1 n) (hc : HasCompactSupport n) :
    ∫ x, deriv (fun t : ℝ => -C * |t| ^ (4 / 3 : ℝ)) (n x) *
        (3 * n x + inner ℝ x (gradient n x)) =
      energy (fun t => -C * |t| ^ (4 / 3 : ℝ)) n := by
  have h := power_law_virial (-C) (p := 4 / 3) (by norm_num) hn hc
  rw [show ((3 : ℕ) : ℝ) = 3 by norm_num] at h
  rw [h]
  ring

end LocalDensityVirial
```

```lean
#print axioms LocalDensityVirial.local_density_virial
-- 'LocalDensityVirial.local_density_virial' depends on axioms: [propext, Classical.choice, Quot.sound]
#print axioms LocalDensityVirial.hasDerivAt_energy_scaled
-- 'LocalDensityVirial.hasDerivAt_energy_scaled' depends on axioms: [propext, Classical.choice, Quot.sound]
#print axioms LocalDensityVirial.potential_virial
-- 'LocalDensityVirial.potential_virial' depends on axioms: [propext, Classical.choice, Quot.sound]
#print axioms LocalDensityVirial.dirac_exchange_virial
-- 'LocalDensityVirial.dirac_exchange_virial' depends on axioms: [propext, Classical.choice, Quot.sound]
```

## From coordinates to the scaling derivative

`inner_gradient` rewrites an inner product with the gradient as a value of the Fréchet derivative `fderiv`. In `integral_inner_gradient`, `part` integrates by parts along each basis vector `b i`, and `hx` expands $x$ in that basis. Continuity and compact support supply the integrability.

`inner_gradient_comp` is the chain rule. In the main theorem, `hcf` uses $f(0)=0$, `e` splits the integrand as above, and `linear_combination h4` inserts the integrated formula.

`energy_scaled` is the substitution $y=sx$. `hasDerivAt_energy_scaled` differentiates under the integral: for $0\le s\le2$ the derivative of the integrand is bounded by $C|n(x)|$, with this $C$ obtained from compactness of $[0,2]$ and of the range of $n$. The product rule and the main theorem then identify the derivative.

`potential_virial` computes $P'$ in `hP'` and applies the integration formula to $P(n)$. `power_law_virial` checks that $c|t|^p$ is $C^1$ and proves $P=(p-1)f$ in `hP`, treating $t=0$ separately; `dirac_exchange_virial` sets the exponent and dimension.
